# For 0 < |x| ≤ 1, the overlap loss 1 − |sin x / x| equals x²/6 to within |x|³

The declaration concerns an overlap of modulus |sin x / x|, where x is a nonzero real number with |x| ≤ 1. It states that the loss of overlap, 1 − |sin x / x|, divided by x², differs from 1/6 by at most |x|. No states or Hamiltonian appear in the statement, which is purely an inequality about the sine function. The attempt first uses Mathlib's `Real.sin_bound` to show that sin x / x is within 5|x|³/96 of 1 − x²/6. From this it deduces that sin x / x is positive, drops the modulus, and divides by x² to get the result.

The first attempt, which Lean rejects:

```lean
import Mathlib

open Filter Topology
open scoped Real Matrix ComplexConjugate

namespace OverlapLossBound

noncomputable section

/-- For `0 < |x| ≤ 1`, the loss of overlap `1 - |sin x / x|` divided by `x²` differs from `1/6`
by at most `|x|`. -/
theorem overlap_loss_bound {x : ℝ} (hx : x ≠ 0) (h1 : |x| ≤ 1) :
    |(1 - |Real.sin x / x|) / x ^ 2 - 1 / 6| ≤ |x| := by
  have hpos : 0 < |x| := abs_pos.mpr hx
  have hx2 : 0 < x ^ 2 := by positivity
  have hb : |Real.sin x / x - (1 - x ^ 2 / 6)| ≤ |x| ^ 3 * (5 / 96) := by
    have e : Real.sin x / x - (1 - x ^ 2 / 6) = (Real.sin x - (x - x ^ 3 / 6)) / x := by
      field_simp
    rw [e, abs_div, div_le_iff₀ hpos]
    calc |Real.sin x - (x - x ^ 3 / 6)| ≤ |x| ^ 4 * (5 / 96) := Real.sin_bound h1
      _ = |x| ^ 3 * (5 / 96) * |x| := by ring
  have h3 : |x| ^ 3 ≤ 1 := pow_le_one₀ hpos.le h1
  have h2 : x ^ 2 ≤ 1 := by
    rw [← sq_abs]
    exact pow_le_one₀ hpos.le h1
  -- the overlap is positive here, so the modulus can be dropped
  have hy : 0 < Real.sin x / x := by linarith [(abs_le.mp hb).1]
  rw [abs_of_pos hy]
  generalize Real.sin x / x = y at hb
  have e : (1 - y) / x ^ 2 - 1 / 6 = -(y - (1 - x ^ 2 / 6)) / x ^ 2 := by
    field_simp
    ring
  rw [e, abs_div, abs_neg, abs_of_pos hx2, div_le_iff₀ hx2]
  have e3 : |x| * x ^ 2 = |x| ^ 3 := by
    rw [← sq_abs x]
    ring
  rw [e3]
  linarith [pow_pos hpos 3]

end

end OverlapLossBound
```

Messages:

```
Main.lean:20:64: error: Type mismatch
  Real.sin_bound h1
has type
  |Real.sin x - (x - x ^ 3 / 6)| ≤ |x| ^ 5 / 100
but is expected to have type
  |Real.sin x - (x - x ^ 3 / 6)| ≤ |x| ^ 4 * (5 / 96)
```

Cause. The error is in the first step of the `calc` block, which claims that sin x differs from x − x³/6 by at most |x|⁴ · (5/96) and gives `Real.sin_bound h1` as the proof. The message shows that this lemma actually gives the bound |x|⁵/100. For |x| ≤ 1 that is the stronger bound, so the claimed inequality is true, but Lean does not weaken an inequality on its own to make a proof term fit, and it reports a type mismatch.

The repair states the first step with the lemma's own bound, so that `Real.sin_bound h1` fits, and adds a step proving |x|⁵/100 ≤ |x|⁴ · (5/96). The new facts `h4` and `h5` say that |x|⁴ is nonnegative and that |x|⁴ · |x| ≤ |x|⁴ · 1. With them `nlinarith` can prove the added step, since 1/100 is less than 5/96. The chain then reaches the old bound, and the rest of the proof stands unchanged.

As a diff, the version that Lean accepts:

```diff
@@ -18,5 +18,8 @@
       field_simp
     rw [e, abs_div, div_le_iff₀ hpos]
-    calc |Real.sin x - (x - x ^ 3 / 6)| ≤ |x| ^ 4 * (5 / 96) := Real.sin_bound h1
+    have h4 : 0 ≤ |x| ^ 4 := pow_nonneg hpos.le 4
+    have h5 : |x| ^ 4 * |x| ≤ |x| ^ 4 * 1 := mul_le_mul_of_nonneg_left h1 h4
+    calc |Real.sin x - (x - x ^ 3 / 6)| ≤ |x| ^ 5 / 100 := Real.sin_bound h1
+      _ ≤ |x| ^ 4 * (5 / 96) := by nlinarith [h4, h5]
       _ = |x| ^ 3 * (5 / 96) * |x| := by ring
   have h3 : |x| ^ 3 ≤ 1 := pow_le_one₀ hpos.le h1
```
